# In the three-site Hückel chain with equal couplings, an electronegative atom favours the centre with two π electrons and an end with four

## Which levels are filled first

A Hückel matrix can be written with its most strongly bound level at either end of the spectrum. Here an orbital energy is $\alpha+x\beta$, where $\alpha$ is the carbon site energy, $\beta<0$ the resonance integral and $x$ an eigenvalue of a dimensionless matrix. The largest $x$ therefore lies lowest in energy and is filled first, with at most two electrons per level.

The matrix has unit couplings between neighbours and an extra diagonal entry $h$ at one site. A positive $h$ stands for an atom more electronegative than carbon. The binding sum $B_N$ adds the $x$ values of $N$ electrons, so the π energy is $N\alpha+\beta B_N$, and a larger $B_N$ means stronger binding. Allyl cation, radical and anion have $N=2,3,4$.

## What is claimed

For every $h>0$, $B_2$ is strictly larger with $h$ at the centre, while $B_3$ and $B_4$ are strictly larger with $h$ at either end. For $h<0$ the preferences for $N=2$ and $N=4$ are reversed. In this non-interacting model with one site parameter, the electron count thus decides where a heteroatom with a given $h>0$ stabilises the π system most.

In the file, `chain s h` is the matrix, with centre `1` and ends `0` and `2`; the hypothesis `s ≠ 1` means "at an end". `level s h i` is the eigenvalue numbered from the top, starting at `0`, and `binding s h N` is $B_N$. The filling rule is part of this definition and is not derived from an energy minimisation. The model leaves out electron repulsion, σ bonds and any change of the coupling next to the heteroatom.

## Two cubics that differ by a constant

Expanding $\det(x-H)$, with $H$ the matrix, gives

$$p_{\rm centre}(x)=x\,[x(x-h)-1]-x=x^3-hx^2-2x,$$
$$p_{\rm end}(x)=(x-h)(x^2-1)-x=p_{\rm centre}(x)+h.$$

Let $a\ge b\ge c$ be the levels for an end and $a'\ge b'\ge c'$ those for the centre. In both cases the levels sum to $h$ and their pairwise products sum to $-2$.

Take $h>0$. Since $p_{\rm end}(a)=0$, we have $p_{\rm centre}(a)=-h<0$. But $p_{\rm centre}\ge0$ from $a'$ upwards, so $a<a'$. Likewise $p_{\rm end}(c')=h>0$, while $p_{\rm end}\le0$ from $c$ downwards, so $c<c'$.

Two electrons give $B_2=2a<2a'$. Four give $B_4=2(a+b)=2(h-c)>2(h-c')$. For $h<0$ the two cubics exchange roles.

## Three electrons measure the spread

Here $B_3=2a+b=h+(a-c)$. With $a+c=h-b$ and $ac=-2-b(h-b)$,

$$(a-c)^2=(h-b)^2+8+4b(h-b)=h^2+8+b(2h-3b).$$

For the centre, the roots are $0$ and $(h\pm\sqrt{h^2+8})/2$. The latter have opposite signs, so $b'=0$ and the last term vanishes.

For an end, that term is positive because $0<b<2h/3$:

- From $p_{\rm end}(0)=h$ we get $abc=-h<0$. The positive sum forces $a>0$, so $bc<0$ and $b>0$.
- If $b\ge 2h/3$, then $a\ge2h/3$ and $c\le-h/3$, which makes $p_{\rm end}(2h/3)\ge0$. Its value is $-4h^3/27-h/3<0$, a contradiction.

Hence $a-c>a'-c'$, and the end wins.

## The case $h=1$

For the centre, $x^3-x^2-2x=x(x-2)(x+1)$, with levels $2,0,-1$. For an end, $x^3-x^2-2x+1$ has roots of about $1.802,\ 0.445,\ -1.247$.

| $N$ | centre | end |
|---|---|---|
| 2 | 4 | 3.604 |
| 3 | 4 | 4.049 |
| 4 | 4 | 4.494 |

## The Lean file

```lean
import Mathlib

open Matrix

namespace HeteroAllyl

noncomputable section

/-- Hückel matrix of the three-site chain with unit couplings and an extra diagonal
term `h` at site `s`; site `1` is the centre, sites `0` and `2` are the ends. -/
def chain (s : Fin 3) (h : ℝ) : Matrix (Fin 3) (Fin 3) ℝ :=
  !![0, 1, 0; 1, 0, 1; 0, 1, 0] + Matrix.diagonal (Pi.single s h)

/-- The Hückel matrix of the substituted chain is Hermitian. -/
theorem chain_isHermitian (s : Fin 3) (h : ℝ) : (chain s h).IsHermitian := by
  apply Matrix.IsHermitian.ext
  intro i j
  fin_cases i <;> fin_cases j <;> simp [chain, Matrix.diagonal]

/-- The orbital levels of the chain: the eigenvalues in decreasing order, so that
level `0` is the most strongly bound. -/
def level (s : Fin 3) (h : ℝ) (i : Fin 3) : ℝ :=
  (chain_isHermitian s h).eigenvalues₀ (Fin.cast (Fintype.card_fin 3).symm i)

/-- Binding sum of `N ≤ 6` electrons: the levels are filled from the largest eigenvalue
on, with at most two electrons in each. -/
def binding (s : Fin 3) (h : ℝ) (N : ℕ) : ℝ :=
  ∑ i : Fin 3, (if 2 * (i : ℕ) + 2 ≤ N then 2 else if 2 * (i : ℕ) + 1 = N then 1 else 0)
    * level s h i

/-- The levels are listed in decreasing order. -/
theorem level_antitone (s : Fin 3) (h : ℝ) : Antitone (level s h) := by
  intro i j hij
  exact (chain_isHermitian s h).eigenvalues₀_antitone hij

/-- Secular polynomial of the chain: moving the heteroatom from the centre to an end
adds the constant `h`. -/
theorem secular (s : Fin 3) (h x : ℝ) :
    (x - level s h 0) * (x - level s h 1) * (x - level s h 2)
      = x ^ 3 - h * x ^ 2 - 2 * x + (if s = 1 then 0 else h) := by
  have h1 := congrArg (Polynomial.eval x) (chain_isHermitian s h).charpoly_eq
  rw [Matrix.eval_charpoly, Polynomial.eval_prod] at h1
  simp only [Polynomial.eval_sub, Polynomial.eval_X, Polynomial.eval_C,
    RCLike.ofReal_real_eq_id, id] at h1
  -- the unordered and the ordered eigenvalues differ by a relabelling
  have h2 : ∏ i, (x - (chain_isHermitian s h).eigenvalues i) = ∏ i, (x - level s h i) := by
    let σ : Fin 3 ≃ Fin 3 :=
      (Fintype.equivOfCardEq (Fintype.card_fin (Fintype.card (Fin 3))) :
        Fin (Fintype.card (Fin 3)) ≃ Fin 3).symm.trans (finCongr (Fintype.card_fin 3))
    exact Equiv.prod_comp σ (fun i => x - level s h i)
  rw [h2, Fin.prod_univ_three] at h1
  rw [← h1]
  -- expand the determinant first, then evaluate its entries
  rw [Matrix.det_fin_three]
  simp only [chain, Matrix.sub_apply, Matrix.add_apply, Matrix.scalar_apply,
    Matrix.diagonal_apply, Pi.single_apply]
  fin_cases s <;> simp <;> ring

/-- The levels add up to `h`, and their pairwise products add up to `-2`, wherever the
heteroatom sits. -/
theorem level_sums (s : Fin 3) (h : ℝ) :
    level s h 0 + level s h 1 + level s h 2 = h ∧
    level s h 0 * level s h 1 + level s h 1 * level s h 2 + level s h 0 * level s h 2
      = -2 := by
  have e0 := secular s h 0
  have e1 := secular s h 1
  have e2 := secular s h (-1)
  constructor
  · linear_combination (-1 / 2) * (e1 + e2 - 2 * e0)
  · linear_combination (e1 - e2) / 2

/-- Two electrons measure the highest eigenvalue, three the two highest, and four
measure `h` minus the lowest eigenvalue. -/
theorem binding_eq (s : Fin 3) (h : ℝ) :
    binding s h 2 = 2 * level s h 0 ∧
    binding s h 3 = 2 * level s h 0 + level s h 1 ∧
    binding s h 4 = 2 * (h - level s h 2) := by
  have hs := (level_sums s h).1
  refine ⟨?_, ?_, ?_⟩
  · simp [binding]
  · simp [binding, Fin.sum_univ_three]
  · have h4 : binding s h 4 = 2 * level s h 0 + 2 * level s h 1 := by
      simp [binding, Fin.sum_univ_three]
    linarith

/-- If two monic cubics with real ordered roots differ by a positive constant, the upper cubic has
the smaller largest root and the smaller smallest root. -/
theorem cubic_shift {a b c a' b' c' δ : ℝ} (hab : b ≤ a) (hbc : c ≤ b)
    (hab' : b' ≤ a') (hbc' : c' ≤ b') (hδ : 0 < δ)
    (hp : ∀ x, (x - a) * (x - b) * (x - c) = (x - a') * (x - b') * (x - c') + δ) :
    a < a' ∧ c < c' := by
  constructor
  · by_contra hn
    have hn' : a' ≤ a := not_lt.mp hn
    -- at the largest root of the upper cubic the lower one must be negative
    have e := hp a
    have k : 0 ≤ (a - a') * (a - b') * (a - c') :=
      mul_nonneg (mul_nonneg (by linarith) (by linarith)) (by linarith)
    simp only [sub_self, zero_mul] at e
    linarith
  · by_contra hn
    have hn' : c' ≤ c := not_lt.mp hn
    -- at the smallest root of the lower cubic the upper one must be positive
    have e := hp c'
    have k : 0 ≤ (a - c') * (b - c') * (c - c') :=
      mul_nonneg (mul_nonneg (by linarith) (by linarith)) (by linarith)
    simp only [sub_self, mul_zero] at e
    nlinarith

/-- Heteroatom placement in the allyl cation and anion: for `h > 0` the binding sum of two
electrons is strictly larger with `h` at the centre, that of four electrons strictly
larger with `h` at an end. -/
theorem placement_reversal {s : Fin 3} (hs : s ≠ 1) {h : ℝ} (hh : 0 < h) :
    binding s h 2 < binding 1 h 2 ∧ binding 1 h 4 < binding s h 4 := by
  obtain ⟨h1, h2⟩ := cubic_shift (level_antitone s h (by decide : (0 : Fin 3) ≤ 1))
    (level_antitone s h (by decide : (1 : Fin 3) ≤ 2))
    (level_antitone 1 h (by decide : (0 : Fin 3) ≤ 1))
    (level_antitone 1 h (by decide : (1 : Fin 3) ≤ 2)) hh
    (fun x => by rw [secular, secular, if_neg hs, if_pos rfl]; ring)
  rw [(binding_eq s h).1, (binding_eq 1 h).1, (binding_eq s h).2.2, (binding_eq 1 h).2.2]
  constructor <;> linarith

/-- Heteroatom placement for `h < 0`: two electrons bind more strongly with `h` at an end, four
electrons with `h` at the centre. -/
theorem placement_reversal_neg {s : Fin 3} (hs : s ≠ 1) {h : ℝ} (hh : h < 0) :
    binding 1 h 2 < binding s h 2 ∧ binding s h 4 < binding 1 h 4 := by
  obtain ⟨h1, h2⟩ := cubic_shift (level_antitone 1 h (by decide : (0 : Fin 3) ≤ 1))
    (level_antitone 1 h (by decide : (1 : Fin 3) ≤ 2))
    (level_antitone s h (by decide : (0 : Fin 3) ≤ 1))
    (level_antitone s h (by decide : (1 : Fin 3) ≤ 2)) (neg_pos.mpr hh)
    (fun x => by rw [secular, secular, if_neg hs, if_pos rfl]; ring)
  rw [(binding_eq s h).1, (binding_eq 1 h).1, (binding_eq s h).2.2, (binding_eq 1 h).2.2]
  constructor <;> linarith

/-- Heteroatom placement in the allyl radical: for `h > 0` the binding sum of three electrons is
strictly larger with `h` at an end than at the centre. -/
theorem radical_prefers_end {s : Fin 3} (hs : s ≠ 1) {h : ℝ} (hh : 0 < h) :
    binding 1 h 3 < binding s h 3 := by
  rw [(binding_eq s h).2.1, (binding_eq 1 h).2.1]
  obtain ⟨S, P⟩ := level_sums s h
  obtain ⟨S', P'⟩ := level_sums 1 h
  have hab := level_antitone s h (by decide : (0 : Fin 3) ≤ 1)
  have hbc := level_antitone s h (by decide : (1 : Fin 3) ≤ 2)
  have hab' := level_antitone 1 h (by decide : (0 : Fin 3) ≤ 1)
  have hbc' := level_antitone 1 h (by decide : (1 : Fin 3) ≤ 2)
  have e0 := secular s h 0
  have et := secular s h (2 * h / 3)
  have ec := secular 1 h (level 1 h 1)
  rw [if_neg hs] at e0 et
  generalize level s h 0 = a at *
  generalize level s h 1 = b at *
  generalize level s h 2 = c at *
  generalize level 1 h 0 = a' at *
  generalize level 1 h 1 = b' at *
  generalize level 1 h 2 = c' at *
  -- the middle level of the end-substituted chain lies between 0 and 2h/3
  have hb0 : 0 < b := by
    by_contra hn
    have hb : b ≤ 0 := not_lt.mp hn
    have hbc0 : 0 ≤ b * c := mul_nonneg_of_nonpos_of_nonpos hb (by linarith)
    have ha : 0 < a := by linarith
    have k : 0 ≤ a * (b * c) := mul_nonneg ha.le hbc0
    nlinarith
  have hb1 : b < 2 * h / 3 := by
    by_contra hn
    have hb : 2 * h / 3 ≤ b := not_lt.mp hn
    have hc : c ≤ 2 * h / 3 := by linarith
    have k : 0 ≤ (a - 2 * h / 3) * (b - 2 * h / 3) * (2 * h / 3 - c) :=
      mul_nonneg (mul_nonneg (by linarith) (by linarith)) (by linarith)
    have h3 : 0 < h ^ 3 := by positivity
    nlinarith
  -- compare the squared spreads of the two spectra
  have q : (a - c) ^ 2 = h ^ 2 + 8 + b * (2 * h - 3 * b) := by
    have ha : a = h - b - c := by linarith
    subst ha
    linear_combination (-4) * P
  have q' : (a' - c') ^ 2 = h ^ 2 + 8 + b' * (2 * h - 3 * b') := by
    have ha : a' = h - b' - c' := by linarith
    subst ha
    linear_combination (-4) * P'
  have hb' : b' = 0 := by
    have e : b' * (b' ^ 2 - h * b' - 2) = 0 := by
      simp only [sub_self, mul_zero, zero_mul, if_true] at ec
      linear_combination -ec
    rcases mul_eq_zero.mp e with h0 | h0
    · exact h0
    · -- otherwise the product of the two gaps between adjacent levels would be negative
      exfalso
      have k : 0 ≤ (a' - b') * (b' - c') := mul_nonneg (by linarith) (by linarith)
      have ha : a' = h - b' - c' := by linarith
      subst ha
      nlinarith [sq_nonneg b', sq_nonneg (b' - h)]
  have pos : 0 < b * (2 * h - 3 * b) := mul_pos hb0 (by linarith)
  rw [hb', zero_mul, add_zero] at q'
  have spread : a' - c' < a - c := by
    by_contra hn
    have hn' : a - c ≤ a' - c' := not_lt.mp hn
    have hac : 0 ≤ a - c := by linarith
    nlinarith
  linarith

end

end HeteroAllyl
```

```lean
#print axioms HeteroAllyl.placement_reversal
#print axioms HeteroAllyl.placement_reversal_neg
#print axioms HeteroAllyl.radical_prefers_end
```

```
'HeteroAllyl.placement_reversal' depends on axioms: [propext, Classical.choice, Quot.sound]
'HeteroAllyl.placement_reversal_neg' depends on axioms: [propext, Classical.choice, Quot.sound]
'HeteroAllyl.radical_prefers_end' depends on axioms: [propext, Classical.choice, Quot.sound]
```

## From the determinant to the inequalities

`chain_isHermitian` gives access to Mathlib's ordered real eigenvalues, and `level_antitone` records their order. `secular` equates the product over the levels with the expanded determinant; the permutation `σ` matches two labellings of the same eigenvalues. Evaluating this identity at $0$, $1$ and $-1$ gives `level_sums`. In `binding_eq`, the formulas for $B_2$ and $B_3$ follow from the definition, and the one for $B_4$ also uses the sum of the levels.

`cubic_shift` is the root comparison: each half assumes the opposite order and evaluates `hp` at $a$ or $c'$. `placement_reversal` applies it with shift $h$, and `placement_reversal_neg` with the cubics exchanged and shift $-h$.

In `radical_prefers_end`, `hb0` and `hb1` bound $b$, while `q` and `q'` are the squared spreads. For `hb'`, Lean factors the cubic at $b'$. If the quadratic factor vanished, $(a'-b')(b'-c')$ would equal $-b'^2-2$, contradicting the ordering. The step `spread` then passes from squares to the spreads themselves, using $a-c\ge0$.
